# Replacing the diamagnetic term $w_{nn}=\langle u_n|H''|u_n\rangle$ by a constant $\mu$ leaves the residual $\int(\mu-w_{nn})\,dk$ in the static velocity-gauge kernel of a periodic, nondegenerate band of a finite model

Take two bands with constant energies $\pm1$ and eigenvectors that rotate with $k$:

$$H(k)=\begin{pmatrix}\cos 2k&\sin 2k\\ \sin 2k&-\cos 2k\end{pmatrix}.$$

Since $H''=-4H$, the upper band has $\langle H''\rangle=-4$. The interband element of $H'$ has modulus 2, which contributes $2\cdot 2^2/(1-(-1))=+4$. The sum is zero, as a flat band requires. With a constant $\mu$ in place of $-4$, the period $\pi$ gives $(\mu+4)\pi$.

In Lean 4 with Mathlib:

```lean
import Mathlib

open Matrix

namespace VelocityGaugeDivergence

noncomputable section

variable {ι : Type*} [Fintype ι] [DecidableEq ι]
```

## Band-basis quantities and the response kernel

Let $u_m$ be column $m$ of $U$, with energy $E_m$. Set $v=U^\dagger H'U$ and $w=U^\dagger H''U$, with $\hbar$ and the charge equal to 1.

```lean
/-- The operator `A` in the band basis given by the columns of `U`. -/
def bandRep (U A : Matrix ι ι ℂ) : Matrix ι ι ℂ := Uᴴ * (A * U)

/-- The eigenvector of band `m`, column `m` of `U`. -/
def bloch (U : Matrix ι ι ℂ) (m : ι) : ι → ℂ := fun i => U i m
```

The static interband term is $2\sum_{m\ne n}|v_{nm}|^2/(E_n-E_m)$.

```lean
/-- The interband sum `2 ∑ |v_nm|² / (E_n - E_m)` over the other bands. -/
def interband (v : Matrix ι ι ℂ) (e : ι → ℝ) (n : ι) : ℝ :=
  2 * ∑ m ∈ Finset.univ.erase n, ‖v n m‖ ^ 2 / (e n - e m)
```

At frequency $\omega$ the kernel below is postulated, not derived from perturbation theory. Its first argument is the diamagnetic term, from the part of the coupling quadratic in the vector potential.

```lean
/-- The velocity-gauge kernel of band `n` at frequency `ω`, with diamagnetic term `w`. -/
def kernel (w : ℝ) (v : Matrix ι ι ℂ) (e : ι → ℝ) (n : ι) (ω : ℝ) : ℝ :=
  w + ∑ m ∈ Finset.univ.erase n,
    ‖v n m‖ ^ 2 * (1 / (e n - e m - ω) + 1 / (e n - e m + ω))
```

`SmoothBand` describes a finite, non-interacting, one-parameter Hamiltonian. `H1` and `H2` are $H'$ and $H''$, taken entrywise, and $d=u_n'$ is continuous. The other columns may have arbitrary phases at each $k$.

One could model the band by its projector $u_nu_n^\dagger$ instead. Phases would then disappear from the statement, and, if $E_n$ is continuous, the gap would make the projector twice continuously differentiable.

```lean
/-- A twice continuously differentiable Hamiltonian `H = U E U*` with derivatives `H1`, `H2`,
whose band `n` is nondegenerate and has an eigenvector with continuous derivative `d`. -/
structure SmoothBand (H H1 H2 U : ℝ → Matrix ι ι ℂ) (E : ℝ → ι → ℝ)
    (d : ℝ → ι → ℂ) (n : ι) : Prop where
  unitary : ∀ k, (U k)ᴴ * U k = 1
  diag : ∀ k, H k = U k * diagonal (fun m => (E k m : ℂ)) * (U k)ᴴ
  gap : ∀ k m, m ≠ n → E k n ≠ E k m
  dH : ∀ k i j, HasDerivAt (fun t => H t i j) (H1 k i j) k
  dH1 : ∀ k i j, HasDerivAt (fun t => H1 t i j) (H2 k i j) k
  contH2 : ∀ i j, Continuous fun k => H2 k i j
  dU : ∀ k i, HasDerivAt (fun t => U t i n) (d k i) k
  contd : ∀ i, Continuous fun k => d k i
```

## From the band velocity to the curvature

For a varying operator $A$ and state $x$, the product rule gives
$$\langle x|A|x\rangle'=\langle x'|A|x\rangle+\langle x|A'|x\rangle+\langle x|A|x'\rangle.$$

```lean
omit [DecidableEq ι] in
/-- Product rule for the expectation value of a varying operator in a varying state. -/
theorem expectation_deriv {A : ℝ → Matrix ι ι ℂ} {A1 : Matrix ι ι ℂ} {x : ℝ → ι → ℂ}
    {y : ι → ℂ} {k : ℝ} (hA : ∀ i j, HasDerivAt (fun t => A t i j) (A1 i j) k)
    (hx : ∀ i, HasDerivAt (fun t => x t i) (y i) k) :
    HasDerivAt (fun t => star (x t) ⬝ᵥ (A t *ᵥ x t))
      (star y ⬝ᵥ (A k *ᵥ x k) + star (x k) ⬝ᵥ (A1 *ᵥ x k) + star (x k) ⬝ᵥ (A k *ᵥ y)) k := by
  have h : HasDerivAt (fun t => ∑ i, star (x t i) * ∑ j, A t i j * x t j)
      (∑ i, (star (y i) * ∑ j, A k i j * x k j +
        star (x k i) * ∑ j, (A1 i j * x k j + A k i j * y j))) k :=
    HasDerivAt.fun_sum fun i _ => (hx i).star.fun_mul
      (HasDerivAt.fun_sum fun j _ => (hA i j).fun_mul (hx j))
  refine h.congr_deriv ?_
  simp only [dotProduct, mulVec, Pi.star_apply, Finset.sum_add_distrib, mul_add]
  ring
```

For Hermitian $A$, $\langle x|A|y\rangle=\langle y|A|x\rangle^*$.

```lean
omit [DecidableEq ι] in
/-- Exchanging the two states conjugates the matrix element of a Hermitian operator. -/
theorem hermitian_swap {A : Matrix ι ι ℂ} (hA : ∀ i j, star (A i j) = A j i) (x y : ι → ℂ) :
    star x ⬝ᵥ (A *ᵥ y) = star (star y ⬝ᵥ (A *ᵥ x)) := by
  simp only [dotProduct, mulVec, Pi.star_apply, Finset.mul_sum, star_sum, star_mul',
    star_star, hA]
  rw [Finset.sum_comm]
  exact Finset.sum_congr rfl fun i _ => Finset.sum_congr rfl fun j _ => by ring
```

Unitarity turns $H=UEU^\dagger$ into $Hu_m=E_mu_m$ and $u_m^\dagger H=E_mu_m^\dagger$.

```lean
variable {H H1 H2 U : ℝ → Matrix ι ι ℂ} {E : ℝ → ι → ℝ} {d : ℝ → ι → ℂ} {n : ι}

/-- The columns of `U` solve the eigenvalue equation, acting to the right and to the left. -/
theorem SmoothBand.eigen (B : SmoothBand H H1 H2 U E d n) (k : ℝ) (m : ι) :
    H k *ᵥ bloch (U k) m = (E k m : ℂ) • bloch (U k) m ∧
    ∀ x, star (bloch (U k) m) ⬝ᵥ (H k *ᵥ x) = E k m * (star (bloch (U k) m) ⬝ᵥ x) := by
  constructor
  · have h : H k * U k = U k * diagonal (fun m => (E k m : ℂ)) := by
      rw [B.diag, Matrix.mul_assoc, B.unitary, Matrix.mul_one]
    funext i
    have h' := congrFun (congrFun h i) m
    rw [Matrix.mul_diagonal] at h'
    exact h'.trans (mul_comm _ _)
  · intro x
    have h : (U k)ᴴ * H k = diagonal (fun m => (E k m : ℂ)) * (U k)ᴴ := by
      rw [B.diag, ← Matrix.mul_assoc, ← Matrix.mul_assoc, B.unitary, Matrix.one_mul]
    have h' := congrFun (congrArg (fun M => M *ᵥ x) h) m
    simp only [← mulVec_mulVec, mulVec_diagonal] at h'
    exact h'
```

Differentiating $\langle u_n|u_n\rangle=1$ gives $\langle d|u_n\rangle+\langle u_n|d\rangle=0$.

```lean
/-- Normalisation of the band eigenvector makes the derivative of its squared norm vanish. -/
theorem SmoothBand.norm_deriv (B : SmoothBand H H1 H2 U E d n) (k : ℝ) :
    star (d k) ⬝ᵥ bloch (U k) n + star (bloch (U k) n) ⬝ᵥ d k = 0 := by
  have h := expectation_deriv (A := fun _ => (1 : Matrix ι ι ℂ)) (A1 := 0)
    (x := fun t => bloch (U t) n) (fun i j => hasDerivAt_const k _) (B.dU k)
  simp only [one_mulVec, zero_mulVec, dotProduct_zero, add_zero] at h
  have e : (fun t => star (bloch (U t) n) ⬝ᵥ bloch (U t) n) = fun _ => (1 : ℂ) :=
    funext fun t => (congrFun (congrFun (B.unitary t) n) n).trans (one_apply_eq n)
  rw [e] at h
  exact h.unique (hasDerivAt_const k 1)
```

Hence $E_n'=v_{nn}+E_n(\langle d|u_n\rangle+\langle u_n|d\rangle)=v_{nn}$; the final `linear_combination` removes the bracket.

```lean
/-- The derivative of the band energy is the diagonal velocity matrix element. -/
theorem SmoothBand.velocity (B : SmoothBand H H1 H2 U E d n) (k : ℝ) :
    HasDerivAt (fun t => (E t n : ℂ)) (bandRep (U k) (H1 k) n n) k := by
  have h := expectation_deriv (x := fun t => bloch (U t) n) (B.dH k) (B.dU k)
  have e : (fun t => star (bloch (U t) n) ⬝ᵥ (H t *ᵥ bloch (U t) n)) =
      fun t => (E t n : ℂ) := funext fun t => by
    have h1 : star (bloch (U t) n) ⬝ᵥ bloch (U t) n = 1 :=
      (congrFun (congrFun (B.unitary t) n) n).trans (one_apply_eq n)
    rw [(B.eigen t n).2, h1, mul_one]
  rw [e] at h
  refine h.congr_deriv ?_
  change _ = star (bloch (U k) n) ⬝ᵥ (H1 k *ᵥ bloch (U k) n)
  rw [(B.eigen k n).1, (B.eigen k n).2, dotProduct_smul, smul_eq_mul]
  linear_combination (E k n : ℂ) * B.norm_deriv k
```

Differentiating the eigenvalue equation gives $H'u_n+Hd=v_{nn}u_n+E_nd$. Projection on $u_m$, $m\ne n$, yields $(E_n-E_m)\langle u_m|d\rangle=v_{mn}$.

```lean
/-- The component of the eigenvector derivative along another band, times the energy
difference, is the interband velocity matrix element. -/
theorem SmoothBand.mixing (B : SmoothBand H H1 H2 U E d n) (k : ℝ) {m : ι} (hm : m ≠ n) :
    ((E k n : ℂ) - E k m) * (star (bloch (U k) m) ⬝ᵥ d k) = bandRep (U k) (H1 k) m n := by
  -- differentiate the eigenvalue equation
  have eq : H1 k *ᵥ bloch (U k) n + H k *ᵥ d k =
      bandRep (U k) (H1 k) n n • bloch (U k) n + (E k n : ℂ) • d k := by
    funext i
    have h1 : HasDerivAt (fun t => ∑ j, H t i j * U t j n)
        (∑ j, (H1 k i j * U k j n + H k i j * d k j)) k :=
      HasDerivAt.fun_sum fun j _ => (B.dH k i j).fun_mul (B.dU k j)
    have e : (fun t => ∑ j, H t i j * U t j n) = fun t => (E t n : ℂ) * U t i n :=
      funext fun t => congrFun (B.eigen t n).1 i
    rw [e] at h1
    have h3 := h1.unique ((B.velocity k).fun_mul (B.dU k i))
    rw [Finset.sum_add_distrib] at h3
    exact h3
  -- project on band m
  have o : star (bloch (U k) m) ⬝ᵥ bloch (U k) n = 0 :=
    (congrFun (congrFun (B.unitary k) m) n).trans (one_apply_ne hm)
  have h := congrArg (fun x => star (bloch (U k) m) ⬝ᵥ x) eq
  simp only [dotProduct_add, dotProduct_smul, smul_eq_mul, (B.eigen k m).2, o] at h
  change _ = star (bloch (U k) m) ⬝ᵥ (H1 k *ᵥ bloch (U k) n)
  linear_combination (-1 : ℂ) * h
```

Differentiating $v_{nn}$ and using Hermiticity,
$$E_n''=w_{nn}+2\,\mathrm{Re}\,\langle u_n|H'|d\rangle
=w_{nn}+2\,\mathrm{Re}\sum_m v_{nm}\langle u_m|d\rangle.$$
The term $m=n$ is imaginary, because $v_{nn}$ is real and $\langle u_n|d\rangle$ is imaginary. The others equal $|v_{nm}|^2/(E_n-E_m)$. In the code, `hz` inserts completeness, `h0` removes the diagonal term and `hre` evaluates the rest.

```lean
/-- The band curvature is the diagonal element of `H''` plus the interband sum; it is also
the real part of the derivative of the velocity expectation value. -/
theorem SmoothBand.curvature (B : SmoothBand H H1 H2 U E d n) (k : ℝ) :
    HasDerivAt (deriv fun t => E t n)
      ((bandRep (U k) (H2 k) n n).re + interband (bandRep (U k) (H1 k)) (E k) n) k ∧
    (bandRep (U k) (H2 k) n n).re + interband (bandRep (U k) (H1 k)) (E k) n =
      (star (d k) ⬝ᵥ (H1 k *ᵥ bloch (U k) n) + star (bloch (U k) n) ⬝ᵥ (H2 k *ᵥ bloch (U k) n)
        + star (bloch (U k) n) ⬝ᵥ (H1 k *ᵥ d k)).re := by
  have hH : ∀ t i j, star (H t i j) = H t j i := by
    intro t i j
    have hD : (diagonal fun m => (E t m : ℂ))ᴴ = diagonal fun m => (E t m : ℂ) := by
      rw [diagonal_conjTranspose]
      exact congrArg diagonal (funext fun m => Complex.conj_ofReal _)
    have h : (H t)ᴴ = H t := by
      rw [B.diag, conjTranspose_mul, conjTranspose_mul, conjTranspose_conjTranspose, hD,
        Matrix.mul_assoc]
    exact congrFun (congrFun h j) i
  have hH1 : ∀ i j, star (H1 k i j) = H1 k j i := by
    intro i j
    have h : HasDerivAt (fun t => star (H t i j)) (star (H1 k i j)) k := (B.dH k i j).star
    simp only [hH] at h
    exact h.unique (B.dH k j i)
  have hv : ∀ i j, bandRep (U k) (H1 k) i j = star (bandRep (U k) (H1 k) j i) :=
    fun i j => hermitian_swap hH1 (bloch (U k) i) (bloch (U k) j)
  -- completeness of the bands
  have hz : star (bloch (U k) n) ⬝ᵥ (H1 k *ᵥ d k) =
      ∑ m, bandRep (U k) (H1 k) n m * (star (bloch (U k) m) ⬝ᵥ d k) := by
    have h : bandRep (U k) (H1 k) *ᵥ ((U k)ᴴ *ᵥ d k) = (U k)ᴴ *ᵥ (H1 k *ᵥ d k) := by
      rw [bandRep, mulVec_mulVec, mulVec_mulVec, Matrix.mul_assoc, Matrix.mul_assoc,
        mul_eq_one_comm.1 (B.unitary k), Matrix.mul_one]
    exact (congrFun h n).symm
  -- the diagonal term is purely imaginary
  have h0 : (bandRep (U k) (H1 k) n n * (star (bloch (U k) n) ⬝ᵥ d k)).re = 0 := by
    have him : (bandRep (U k) (H1 k) n n).im = -(bandRep (U k) (H1 k) n n).im :=
      congrArg Complex.im (hv n n)
    have hs : star (d k) ⬝ᵥ bloch (U k) n = star (star (bloch (U k) n) ⬝ᵥ d k) := by
      simp only [dotProduct, Pi.star_apply, star_sum, star_mul', star_star, mul_comm]
    have hr := B.norm_deriv k
    rw [hs] at hr
    have hr' : (star (bloch (U k) n) ⬝ᵥ d k).re + (star (bloch (U k) n) ⬝ᵥ d k).re = 0 :=
      congrArg Complex.re hr
    rw [Complex.mul_re, show (bandRep (U k) (H1 k) n n).im = 0 by linarith,
      show (star (bloch (U k) n) ⬝ᵥ d k).re = 0 by linarith]
    ring
  have hre : 2 * (star (bloch (U k) n) ⬝ᵥ (H1 k *ᵥ d k)).re =
      interband (bandRep (U k) (H1 k)) (E k) n := by
    rw [hz, Complex.re_sum, ← Finset.add_sum_erase _ _ (Finset.mem_univ n), h0, zero_add,
      interband]
    refine congrArg (fun x : ℝ => 2 * x) (Finset.sum_congr rfl fun m hm => ?_)
    have hmn := Finset.ne_of_mem_erase hm
    have hg : (E k n : ℂ) - E k m ≠ 0 := sub_ne_zero.2 (by exact_mod_cast B.gap k m hmn)
    have hc : ((E k n : ℂ) - E k m) * (star (bloch (U k) m) ⬝ᵥ d k) =
        starRingEnd ℂ (bandRep (U k) (H1 k) n m) := (B.mixing k hmn).trans (hv m n)
    have hf : bandRep (U k) (H1 k) n m * (star (bloch (U k) m) ⬝ᵥ d k) =
        ((‖bandRep (U k) (H1 k) n m‖ ^ 2 / (E k n - E k m) : ℝ) : ℂ) := by
      push_cast
      rw [eq_div_iff hg, ← Complex.mul_conj']
      linear_combination bandRep (U k) (H1 k) n m * hc
    rw [hf, Complex.ofReal_re]
  have key : (bandRep (U k) (H2 k) n n).re + interband (bandRep (U k) (H1 k)) (E k) n =
      (star (d k) ⬝ᵥ (H1 k *ᵥ bloch (U k) n) + star (bloch (U k) n) ⬝ᵥ (H2 k *ᵥ bloch (U k) n)
        + star (bloch (U k) n) ⬝ᵥ (H1 k *ᵥ d k)).re := by
    rw [hermitian_swap hH1 (d k), ← hre, Complex.add_re, Complex.add_re]
    change (star (bloch (U k) n) ⬝ᵥ (H2 k *ᵥ bloch (U k) n)).re + _ =
      (star (bloch (U k) n) ⬝ᵥ (H1 k *ᵥ d k)).re + _ + _
    ring
  refine ⟨?_, key⟩
  have hd : (deriv fun t => E t n) = fun t => (bandRep (U t) (H1 t) n n).re :=
    funext fun t => HasDerivAt.deriv
      (Complex.reCLM.hasFDerivAt.comp_hasDerivAt t (B.velocity t))
  rw [hd, key]
  exact Complex.reCLM.hasFDerivAt.comp_hasDerivAt k
    (expectation_deriv (x := fun t => bloch (U t) n) (B.dH1 k) (B.dU k))
```

## Integration over a period

If $E_n(k+a)=E_n(k)$, then $E_n'$ has the same period, so
$$\int_{k_0}^{k_0+a}E_n''\,dk=E_n'(k_0+a)-E_n'(k_0)=0.$$
Adding $\int(\mu-w_{nn})\,dk$ replaces $w_{nn}$ by $\mu$. Here $\mu$ stands for $1/m_0$, the inverse free-electron mass, which is $H''$ for the continuum Bloch Hamiltonian $(p+k)^2/2m_0+V$. The eigenvectors need not be periodic; in the example they change sign after $\pi$.

Periodicity of the energy cannot be dropped without a substitute such as $E_n'(k_0+a)=E_n'(k_0)$: the single band $H=k^2$ has $w=2$ and no interband term, so the first integral is $2a$.

```lean
/-- Over a period of the band energy the full coefficient integrates to zero; with the
diamagnetic term replaced by a constant `μ`, the integral of `μ - w_nn` is left over. -/
theorem SmoothBand.velocity_gauge_residual (B : SmoothBand H H1 H2 U E d n) (a k₀ μ : ℝ)
    (hper : ∀ k, E (k + a) n = E k n) :
    (∫ k in k₀..k₀ + a, ((bandRep (U k) (H2 k) n n).re +
      interband (bandRep (U k) (H1 k)) (E k) n)) = 0 ∧
    (∫ k in k₀..k₀ + a, (μ + interband (bandRep (U k) (H1 k)) (E k) n)) =
      ∫ k in k₀..k₀ + a, (μ - (bandRep (U k) (H2 k) n n).re) := by
  have cf : ∀ {A : ℝ → Matrix ι ι ℂ} {x y : ℝ → ι → ℂ},
      (∀ i j, Continuous fun k => A k i j) → (∀ i, Continuous fun k => x k i) →
      (∀ i, Continuous fun k => y k i) →
      Continuous fun k => star (x k) ⬝ᵥ (A k *ᵥ y k) := by
    intro A x y hA hx hy
    simp only [dotProduct, mulVec, Pi.star_apply]
    exact continuous_finsetSum _ fun i _ => (hx i).star.mul
      (continuous_finsetSum _ fun j _ => (hA i j).mul (hy j))
  have cu : ∀ i, Continuous fun k => bloch (U k) n i := fun i =>
    continuous_iff_continuousAt.2 fun k => (B.dU k i).continuousAt
  have c1 : ∀ i j, Continuous fun k => H1 k i j := fun i j =>
    continuous_iff_continuousAt.2 fun k => (B.dH1 k i j).continuousAt
  have cw : Continuous fun k => (bandRep (U k) (H2 k) n n).re :=
    Complex.continuous_re.comp (cf B.contH2 cu cu)
  have cF : Continuous fun k => (bandRep (U k) (H2 k) n n).re +
      interband (bandRep (U k) (H1 k)) (E k) n := by
    rw [funext fun k => (B.curvature k).2]
    exact Complex.continuous_re.comp
      (((cf c1 B.contd cu).add (cf B.contH2 cu cu)).add (cf c1 cu B.contd))
  -- the band velocity returns to itself after a period
  have h0 : (∫ k in k₀..k₀ + a, ((bandRep (U k) (H2 k) n n).re +
      interband (bandRep (U k) (H1 k)) (E k) n)) = 0 := by
    rw [intervalIntegral.integral_eq_sub_of_hasDerivAt (fun k _ => (B.curvature k).1)
      (cF.intervalIntegrable _ _)]
    have h := deriv_comp_add_const (fun t => E t n) a k₀
    simp only [hper] at h
    rw [← h, sub_self]
  refine ⟨h0, ?_⟩
  have i1 : IntervalIntegrable (fun k => (bandRep (U k) (H2 k) n n).re +
      interband (bandRep (U k) (H1 k)) (E k) n) MeasureTheory.volume k₀ (k₀ + a) :=
    cF.intervalIntegrable _ _
  have i2 : IntervalIntegrable (fun k => μ - (bandRep (U k) (H2 k) n n).re)
      MeasureTheory.volume k₀ (k₀ + a) := (continuous_const.sub cw).intervalIntegrable _ _
  have hs := intervalIntegral.integral_add i1 i2
  rw [h0, zero_add] at hs
  rw [← hs]
  congr 1
  funext k
  ring
```

## The coefficient of $1/\omega$

With $\Delta=E_n-E_m\neq0$ and $\Delta^2\neq\omega^2$,
$$\frac1{\Delta-\omega}+\frac1{\Delta+\omega}=\frac2\Delta+\frac{2\omega^2}{\Delta(\Delta^2-\omega^2)}.$$
The kernel relates the current to the vector potential $A$, and the electric field is $i\omega A$ for time dependence $e^{-i\omega t}$, so the conductivity carries a factor $1/\omega$. Dividing the kernel by $\omega$ makes $w_{nn}$ plus the interband term the coefficient of $1/\omega$. For an insulator described by such a finite-band, non-interacting model, with velocity $H'$ and with $\mu$ as diamagnetic term, a nonzero sum of the residuals over the filled bands appears as a spurious low-frequency divergence of the conductivity. The identity holds at each $k$; no limit of the integrated kernel is taken.

```lean
/-- Off resonance the velocity-gauge kernel is its static coefficient plus a remainder
with an explicit factor `ω²`. -/
theorem kernel_expansion (w : ℝ) (v : Matrix ι ι ℂ) (e : ι → ℝ) (n : ι) (ω : ℝ)
    (hgap : ∀ m, m ≠ n → e n ≠ e m) (hω : ∀ m, m ≠ n → (e n - e m) ^ 2 ≠ ω ^ 2) :
    kernel w v e n ω = (w + interband v e n) + ω ^ 2 * ∑ m ∈ Finset.univ.erase n,
      2 * ‖v n m‖ ^ 2 / ((e n - e m) * ((e n - e m - ω) * (e n - e m + ω))) := by
  rw [kernel, interband, Finset.mul_sum, Finset.mul_sum, add_assoc, ← Finset.sum_add_distrib]
  refine congrArg (fun x : ℝ => w + x) (Finset.sum_congr rfl fun m hm => ?_)
  have hm' := Finset.ne_of_mem_erase hm
  have h0 : e n - e m ≠ 0 := sub_ne_zero.2 (hgap m hm')
  have h := hω m hm'
  generalize e n - e m = D at h0 h ⊢
  have h1 : D - ω ≠ 0 := fun q => h (by linear_combination (D + ω) * q)
  have h2 : D + ω ≠ 0 := fun q => h (by linear_combination (D - ω) * q)
  field_simp
  ring
```

## The rotating bands, checked

The opening Hamiltonian is `twoBand` at $(\cos2k,\sin2k)$, and its eigenvectors are the columns of `rot` at $(\cos k,\sin k)$.

```lean
/-- A real symmetric traceless two-band matrix. -/
def twoBand (a b : ℝ) : Matrix (Fin 2) (Fin 2) ℂ := !![(a : ℂ), (b : ℂ); (b : ℂ), -(a : ℂ)]

/-- The real two-band matrix with columns `(c, s)` and `(-s, c)`. -/
def rot (c s : ℝ) : Matrix (Fin 2) (Fin 2) ℂ := !![(c : ℂ), -(s : ℂ); (s : ℂ), (c : ℂ)]
```

Double-angle formulas and $\cos^2k+\sin^2k=1$ give unitarity, the diagonalisation and $w_{00}=-4$, where index 0 is the upper band. The derivatives follow from the chain rule, the gap from $1\ne-1$, the continuity of $H''$ from its differentiability, and that of $d$ from the continuity of sine and cosine.

```lean
/-- The rotating two-band model with constant energies `1` and `-1` is a smooth band problem,
and its diagonal element of `H''` in the upper band is `-4`. -/
theorem smoothBand_witness :
    SmoothBand (fun k => twoBand (Real.cos (2 * k)) (Real.sin (2 * k)))
      (fun k => twoBand (-2 * Real.sin (2 * k)) (2 * Real.cos (2 * k)))
      (fun k => twoBand (-4 * Real.cos (2 * k)) (-4 * Real.sin (2 * k)))
      (fun k => rot (Real.cos k) (Real.sin k)) (fun _ => ![1, -1])
      (fun k => ![((-Real.sin k : ℝ) : ℂ), ((Real.cos k : ℝ) : ℂ)]) 0 ∧
    ∀ k : ℝ, bandRep (rot (Real.cos k) (Real.sin k))
      (twoBand (-4 * Real.cos (2 * k)) (-4 * Real.sin (2 * k))) 0 0 = -4 := by
  have hcs : ∀ k : ℝ, ((Real.cos k : ℝ) : ℂ) ^ 2 + ((Real.sin k : ℝ) : ℂ) ^ 2 = 1 :=
    fun k => by exact_mod_cast Real.cos_sq_add_sin_sq k
  have hd : ∀ {f g : ℝ → ℝ} {f' g' k : ℝ}, HasDerivAt f f' k → HasDerivAt g g' k →
      ∀ i j, HasDerivAt (fun t => twoBand (f t) (g t) i j) (twoBand f' g' i j) k := by
    intro f g f' g' k hf hg i j
    fin_cases i <;> fin_cases j
    exacts [hf.ofReal_comp, hg.ofReal_comp, hg.ofReal_comp, hf.ofReal_comp.fun_neg]
  have h2 : ∀ k : ℝ, HasDerivAt (fun t : ℝ => 2 * t) 2 k := fun k => by
    simpa using (hasDerivAt_id k).const_mul (2 : ℝ)
  have hc : ∀ r k : ℝ, HasDerivAt (fun t => r * Real.cos (2 * t))
      (r * (-Real.sin (2 * k) * 2)) k := fun r k => (h2 k).cos.const_mul r
  have hs : ∀ r k : ℝ, HasDerivAt (fun t => r * Real.sin (2 * t))
      (r * (Real.cos (2 * k) * 2)) k := fun r k => (h2 k).sin.const_mul r
  refine ⟨⟨fun k => ?_, fun k => ?_, fun k m hm => ?_, fun k => ?_, fun k => ?_,
    fun i j => ?_, fun k i => ?_, fun i => ?_⟩, fun k => ?_⟩
  · have h := hcs k
    generalize Real.cos k = c at h ⊢
    generalize Real.sin k = s at h ⊢
    ext i j
    fin_cases i <;> fin_cases j <;> simp [rot, Matrix.mul_apply, Fin.sum_univ_two] <;>
      first | ring1 | linear_combination h
  · simp only [Real.cos_two_mul', Real.sin_two_mul]
    generalize Real.cos k = c
    generalize Real.sin k = s
    ext i j
    fin_cases i <;> fin_cases j <;>
      simp [rot, twoBand, Matrix.mul_apply, Fin.sum_univ_two, vecMul_diagonal] <;> ring
  · fin_cases m
    · exact absurd rfl hm
    · change (1 : ℝ) ≠ -1
      norm_num
  · exact hd ((h2 k).cos.congr_deriv (by ring)) ((h2 k).sin.congr_deriv (by ring))
  · exact hd ((hs (-2) k).congr_deriv (by ring)) ((hc 2 k).congr_deriv (by ring))
  · exact continuous_iff_continuousAt.2 fun k => (hd (hc (-4) k) (hs (-4) k) i j).continuousAt
  · fin_cases i
    exacts [(Real.hasDerivAt_cos k).ofReal_comp, (Real.hasDerivAt_sin k).ofReal_comp]
  · fin_cases i
    exacts [Complex.continuous_ofReal.comp Real.continuous_sin.neg,
      Complex.continuous_ofReal.comp Real.continuous_cos]
  · have h := hcs k
    simp only [Real.cos_two_mul', Real.sin_two_mul]
    generalize Real.cos k = c at h ⊢
    generalize Real.sin k = s at h ⊢
    simp [bandRep, rot, twoBand, Matrix.mul_apply, Fin.sum_univ_two]
    linear_combination (-4 : ℂ) * ((c : ℂ) ^ 2 + (s : ℂ) ^ 2 + 1) * h

end

end VelocityGaugeDivergence
```

```lean
#print axioms VelocityGaugeDivergence.SmoothBand.velocity_gauge_residual
#print axioms VelocityGaugeDivergence.kernel_expansion
```

```
'VelocityGaugeDivergence.SmoothBand.velocity_gauge_residual' depends on axioms: [propext, Classical.choice, Quot.sound]
'VelocityGaugeDivergence.kernel_expansion' depends on axioms: [propext, Classical.choice, Quot.sound]
```
